# Even and odd orbital-rotation generators: a unique splitting and its commutator rules

The generator of an orbital rotation has a part that mixes occupied with virtual orbitals and a part that does not; here the two parts are told apart by two equations in the occupied projector $P$, and not by the position of matrix blocks. A generator $X$ is called even if $PX=XP$ and odd if $PX+XP=X$. These equations need no basis and no dimension, so $P$ and $X$ can be elements of any ring $R$ with unit, commutative or not. The physical case is the ring of real or complex $n\times n$ matrices in an orthonormal orbital basis.

The main theorem assumes $P^2=P$. For a Hermitian $P$ this says that every eigenvalue, which is the occupation of the corresponding eigenvector, is 0 or 1, as for the spin orbitals of a single Slater determinant; a density matrix with fractional eigenvalues violates it. The section on antihermitian generators assumes $P^\dagger=P$ instead.

```lean
import Mathlib

open Matrix

namespace OrbitalRotationCartan

variable {R : Type*} [Ring R] {P X Y : R}
```

## Two equations and four blocks

The commutator is $[X,Y]=XY-YX$, written `comm X Y` in Lean.

```lean
/-- The commutator `[X, Y] = XY - YX`. -/
def comm (X Y : R) : R := X * Y - Y * X
```

Even means that $X$ commutes with the projector:
$$PX=XP.$$

```lean
/-- A generator `X` is even with respect to `P` if it commutes with `P`. -/
def IsEven (P X : R) : Prop := P * X = X * P
```

Odd means that
$$PX+XP=X.$$

```lean
/-- A generator `X` is odd with respect to `P` if `PX + XP = X`. -/
def IsOdd (P X : R) : Prop := P * X + X * P = X
```

A likely error is to write the odd condition as $PX=-XP$. That sign rule belongs to the reflection $S=2P-1$, for which $SX+XS=2(PX+XP-X)$. For real matrices, $PX=-XP$ describes something else. Multiplying it by $P$ from the left gives $PX=-PXP$, and from the right $PXP=-XP$. Hence $PX=XP$, and together with $PX=-XP$ this forces $PX=XP=0$, which leaves only the virtual-virtual block.

Let $Q=1-P$ be the projector on the virtual orbitals. The candidate for the even part of $X$ collects the occupied-occupied and virtual-virtual blocks:
$$X_{\rm e}=PXP+QXQ.$$

```lean
/-- The occupied-occupied and virtual-virtual blocks of `X`, where `P` projects on the
occupied orbitals and `1 - P` on the virtual ones. -/
def evenPart (P X : R) : R := P * X * P + (1 - P) * X * (1 - P)
```

The candidate for the odd part collects the two blocks that connect occupied and virtual orbitals:
$$X_{\rm o}=PXQ+QXP.$$

```lean
/-- The occupied-virtual and virtual-occupied blocks of `X`. -/
def oddPart (P X : R) : R := P * X * (1 - P) + (1 - P) * X * P
```

## Every generator splits

Since $P+Q=1$,
$$X_{\rm e}+X_{\rm o}=(P+Q)\,X\,(P+Q)=X.$$
This holds for any $P$, so the theorem has no idempotency hypothesis. Its proof unfolds the definitions and expands, keeping the order of the factors.

```lean
/-- The diagonal and off-diagonal blocks of a generator add up to the generator. -/
theorem evenPart_add_oddPart (P X : R) : evenPart P X + oddPart P X = X := by
  unfold evenPart oddPart
  noncomm_ring
```

Idempotency enters with the parities. From $P^2=P$ follows $PQ=QP=0$, so
$$PX_{\rm e}=PXP=X_{\rm e}P,$$
$$PX_{\rm o}+X_{\rm o}P=PXQ+QXP=X_{\rm o}.$$
In Lean, `linear_combination` multiplies the hypothesis `hP` from the left or right by the stated factors, and `noncomm_ring` checks that what remains cancels. Most of the later proofs work in the same way.

```lean
/-- For an idempotent `P`, the diagonal blocks of any `X` form an even element and the
off-diagonal blocks an odd one. -/
theorem parts_parity (hP : P * P = P) (X : R) :
    IsEven P (evenPart P X) ∧ IsOdd P (oddPart P X) := by
  unfold IsEven IsOdd evenPart oddPart
  constructor
  · linear_combination (norm := noncomm_ring)
      hP * (X * P + X * P - X) + (X - P * X - P * X) * hP
  · linear_combination (norm := noncomm_ring)
      hP * (X - X * P - X * P) + (X - P * X - P * X) * hP
```

## Only zero is both even and odd

If $X$ is both, then $XP=PX$ turns the odd condition into $PX+PX=X$. Multiplying by $P$ from the left gives $PX+PX=PX$, so $PX=0$, and then $X=PX+PX=0$. There is no division by 2, so the argument also holds in characteristic 2. The intermediate `h` in the proof is the equation $PX=0$.

```lean
/-- For an idempotent `P`, only zero is both even and odd. -/
theorem eq_zero_of_even_of_odd (hP : P * P = P) (he : IsEven P X) (ho : IsOdd P X) :
    X = 0 := by
  unfold IsEven at he
  unfold IsOdd at ho
  -- Multiplying `PX + PX = X` by `P` leaves `PX = 0`.
  have h : P * X = 0 := by
    linear_combination (norm := noncomm_ring) P * ho + P * he - hP * (X + X)
  linear_combination (norm := noncomm_ring) h + h - ho - he
```

## Uniqueness and the commutator rules

Suppose $X=A+B$ with $A$ even and $B$ odd. Then
$$A-X_{\rm e}=X_{\rm o}-B.$$
The left side is even and the right side is odd, so both vanish, and $A=X_{\rm e}$, $B=X_{\rm o}$.

For the commutators, $P$ is moved through each product. If $X$ and $Y$ are even,
$$PXY=XPY=XYP.$$
If $X$ is even and $Y$ is odd, then $PY=Y-YP$, and
$$PXY=XPY=XY-XYP,$$
$$PYX=YX-YPX=YX-YXP,$$
so $XY$ and $YX$ are both odd. If $X$ and $Y$ are odd,
$$PXY=(X-XP)Y=X(Y-PY)=XYP,$$
so $XY$ is even. Exchanging $X$ and $Y$ where needed and subtracting gives
$$[\text{even},\text{even}]\ \text{even},\qquad[\text{even},\text{odd}]\ \text{odd},\qquad[\text{odd},\text{odd}]\ \text{even}.$$

The theorem states these results together for an idempotent `P`. The expression `∃! p : R × R` says that exactly one pair exists whose first entry `p.1` is even, whose second entry `p.2` is odd, and whose sum is `X`. Textbooks usually keep the name Cartan decomposition for a Lie algebra with an involution that also meets a definiteness condition; `cartan_decomposition` uses it for the splitting and the three rules alone.

```lean
/-- **Cartan decomposition.** For an idempotent `P` in any ring, every element is the sum of
an even and an odd element in exactly one way, and commutators obey [even, even] even,
[even, odd] odd and [odd, odd] even. -/
theorem cartan_decomposition (hP : P * P = P) :
    (∀ X : R, ∃! p : R × R, IsEven P p.1 ∧ IsOdd P p.2 ∧ p.1 + p.2 = X) ∧
    (∀ X Y : R, IsEven P X → IsEven P Y → IsEven P (comm X Y)) ∧
    (∀ X Y : R, IsEven P X → IsOdd P Y → IsOdd P (comm X Y)) ∧
    (∀ X Y : R, IsOdd P X → IsOdd P Y → IsEven P (comm X Y)) := by
  refine ⟨fun X => ?_, fun X Y hX hY => ?_, fun X Y hX hY => ?_, fun X Y hX hY => ?_⟩
  · obtain ⟨hE, hO⟩ := parts_parity hP X
    have hs := evenPart_add_oddPart P X
    refine ⟨(evenPart P X, oddPart P X), ⟨hE, hO, hs⟩, ?_⟩
    rintro ⟨A, B⟩ ⟨hA, hB, hAB⟩
    dsimp only at hA hB hAB
    -- The difference of two decompositions is both even and odd.
    have hd : A - evenPart P X = oddPart P X - B := by
      linear_combination (norm := abel) hAB - hs
    have h1 : IsEven P (A - evenPart P X) := by
      unfold IsEven at hA hE ⊢
      rw [mul_sub, sub_mul, hA, hE]
    have h2 : IsOdd P (A - evenPart P X) := by
      rw [hd]
      unfold IsOdd at hB hO ⊢
      linear_combination (norm := noncomm_ring) hO - hB
    have h0 := eq_zero_of_even_of_odd hP h1 h2
    have hA' : A = evenPart P X := sub_eq_zero.mp h0
    have hB' : B = oddPart P X := (sub_eq_zero.mp (hd.symm.trans h0)).symm
    exact Prod.ext hA' hB'
  -- The commutator rules: `P` is moved through each product.
  · unfold IsEven at hX hY ⊢
    unfold comm
    linear_combination (norm := noncomm_ring) hX * Y + X * hY - hY * X - Y * hX
  · unfold IsEven at hX
    unfold IsOdd at hY ⊢
    unfold comm
    linear_combination (norm := noncomm_ring) hX * Y + X * hY - hY * X + Y * hX
  · unfold IsOdd at hX hY
    unfold IsEven comm
    linear_combination (norm := noncomm_ring) hX * Y - X * hY - hY * X + Y * hX
```

In the first branch of the proof, `hd` is the displayed difference, `h1` and `h2` give its two parities, and the preceding lemma makes it zero. The last three branches are the three calculations with $P$, and none of them uses `hP`.

For a single determinant, even generators leave $P$ unchanged to all orders: if $X$ commutes with $P$, so does $e^X$, and the rotated projector $e^XPe^{-X}$ equals $P$. The odd ones carry the orbital changes that matter in an energy minimisation. Methods that optimise the orbitals through such generators turn an antihermitian $X$ into a finite rotation by the exponential $e^X$ or an approximation to it; this step does not appear in the theorems.

## The odd part as a double commutator

Expanding and using $P^2=P$,
$$[P,[P,X]]=P^2X-2PXP+XP^2=PX+XP-2PXP.$$
The blocks give the same expression:
$$X_{\rm o}=PX(1-P)+(1-P)XP=PX+XP-2PXP.$$

```lean
/-- For an idempotent `P`, the odd part of `X` is the double commutator `[P, [P, X]]`. -/
theorem oddPart_eq_double_comm (hP : P * P = P) (X : R) :
    oddPart P X = comm P (comm P X) := by
  unfold oddPart comm
  linear_combination (norm := noncomm_ring) -(hP * X) - X * hP
```

This gives a second form of the odd condition, $[P,[P,X]]=X$. If $X$ is odd, multiplying $PX+XP=X$ by $P$ from the left gives $PX+PXP=PX$, so $PXP=0$ and the double commutator reduces to $PX+XP=X$. Conversely, if the double commutator equals $X$, then $X=X_{\rm o}$, which is odd. The second half of the proof is this substitution into `parts_parity`.

```lean
/-- For an idempotent `P`, an element `X` is odd exactly when `[P, [P, X]] = X`. -/
theorem isOdd_iff_double_comm (hP : P * P = P) :
    IsOdd P X ↔ comm P (comm P X) = X := by
  constructor
  · intro ho
    unfold IsOdd at ho
    unfold comm
    linear_combination (norm := noncomm_ring)
      hP * (X + X + X) + X * hP + ho - P * ho - P * ho
  · intro h
    have ho := (parts_parity hP X).2
    rw [oddPart_eq_double_comm hP X, h] at ho
    exact ho
```

## Antihermitian generators stay antihermitian

For real or complex matrices, an antihermitian generator, $X^\dagger=-X$, makes the rotation $e^X$ unitary. Lean writes the adjoint as `star`, and `StarRing` supplies its rules, among them $(XY)^\dagger=Y^\dagger X^\dagger$. If $P^\dagger=P$, then $Q^\dagger=Q$ and
$$(PXP)^\dagger=-PXP,\qquad(QXQ)^\dagger=-QXQ,$$
$$(PXQ)^\dagger=-QXP,\qquad(QXP)^\dagger=-PXQ.$$
The diagonal blocks each change sign, and the off-diagonal blocks change sign and trade places. Both parts are therefore antihermitian. The `simp only` calls apply the adjoint rules, and `noncomm_ring` compares the results.

```lean
/-- If `P` is self-adjoint and the generator `X` is antihermitian, then the even and odd
parts of `X` are antihermitian too. -/
theorem parts_antihermitian [StarRing R] (hP : star P = P) (hX : star X = -X) :
    star (evenPart P X) = -evenPart P X ∧ star (oddPart P X) = -oddPart P X := by
  constructor
  · simp only [evenPart, star_add, star_mul, star_sub, star_one, hP, hX]
    noncomm_ring
  · simp only [oddPart, star_add, star_mul, star_sub, star_one, hP, hX]
    noncomm_ring
```

## One occupied and two virtual orbitals

Take three real orbitals, numbered 1 to 3 as in the names `rot12` and `rot13`; the index type `Fin 3` itself counts from 0. Orbital 1 is occupied, so with $E_{ij}$ for the matrix whose only nonzero entry is a 1 in row $i$ and column $j$, the projector is $P=E_{11}$.

```lean
/-- The projector on the first of three real orbitals. -/
def occ : Matrix (Fin 3) (Fin 3) ℝ := !![1, 0, 0; 0, 0, 0; 0, 0, 0]
```

The first occupied-virtual rotation has the generator $K_{12}=E_{21}-E_{12}$.

```lean
/-- The antisymmetric generator that mixes the first and second orbitals. -/
def rot12 : Matrix (Fin 3) (Fin 3) ℝ := !![0, -1, 0; 1, 0, 0; 0, 0, 0]
```

The second has the generator $K_{13}=E_{31}-E_{13}$.

```lean
/-- The antisymmetric generator that mixes the first and third orbitals. -/
def rot13 : Matrix (Fin 3) (Fin 3) ℝ := !![0, 0, -1; 0, 0, 0; 1, 0, 0]
```

Here $PK_{12}=-E_{12}$ and $K_{12}P=E_{21}$, which add up to $K_{12}$, so $K_{12}$ is odd; the same holds for $K_{13}$ with 3 in place of 2. The products are $K_{12}K_{13}=-E_{23}$ and $K_{13}K_{12}=-E_{32}$, hence
$$[K_{12},K_{13}]=E_{32}-E_{23}.$$
This is the generator of the rotation between the two virtual orbitals. It is nonzero, so the odd generators are not closed under commutation. The Lean proof compares the matrices entry by entry.

```lean
/-- The matrix `occ`, with the first of three orbitals occupied, is idempotent; the generators
`rot12` and `rot13` are odd with respect to it, and their commutator is the generator that mixes the
two virtual orbitals. -/
theorem cartan_witness :
    occ * occ = occ ∧ IsOdd occ rot12 ∧ IsOdd occ rot13 ∧
    comm rot12 rot13 = !![0, 0, 0; 0, 0, -1; 0, 1, 0] := by
  unfold IsOdd comm
  refine ⟨?_, ?_, ?_, ?_⟩ <;> ext i j <;> fin_cases i <;> fin_cases j <;>
    simp [occ, rot12, rot13, Matrix.mul_apply, Fin.sum_univ_succ]

end OrbitalRotationCartan
```

For a numerical splitting with the same $P$, take
$$X=\begin{pmatrix}0&-2&-3\\2&0&-5\\3&5&0\end{pmatrix}.$$
The product $PX$ keeps the first row, $XP$ keeps the first column, and $PXP=0$. Therefore
$$X_{\rm o}=PX+XP=\begin{pmatrix}0&-2&-3\\2&0&0\\3&0&0\end{pmatrix},\qquad X_{\rm e}=X-X_{\rm o}=\begin{pmatrix}0&0&0\\0&0&-5\\0&5&0\end{pmatrix}.$$
In terms of the generators above, $X_{\rm o}=2K_{12}+3K_{13}$ and $X_{\rm e}=5\,[K_{12},K_{13}]$.

```lean
#print axioms OrbitalRotationCartan.eq_zero_of_even_of_odd
-- 'OrbitalRotationCartan.eq_zero_of_even_of_odd' depends on axioms: [propext]
#print axioms OrbitalRotationCartan.cartan_decomposition
-- 'OrbitalRotationCartan.cartan_decomposition' depends on axioms: [propext]
#print axioms OrbitalRotationCartan.isOdd_iff_double_comm
-- 'OrbitalRotationCartan.isOdd_iff_double_comm' depends on axioms: [propext]
#print axioms OrbitalRotationCartan.parts_antihermitian
-- 'OrbitalRotationCartan.parts_antihermitian' depends on axioms: [propext, Classical.choice, Quot.sound]
```
